# On finitely many sites, a capped linear potential without intersite coupling is the gradient of an energy

On a finite set of sites, a density `ρ` produces the potential `K *ᵥ ρ`, which is replaced at each site `i` by the cap `c i` wherever it exceeds it. The declaration states that if the real matrix `K` has no off-diagonal entries, there is a single energy functional whose gradient at every `ρ` is this capped potential. Densities here are arbitrary real vectors, with no condition of positivity or normalisation. The attempt takes as energy the sum over sites of the integral of `min (K i i * t) (c i)` from 0 to `ρ i`, and differentiates each term by the fundamental theorem of calculus and the chain rule.

This version doesn't compile in Lean 4 with Mathlib:

```lean
import Mathlib

open Matrix Topology Set

namespace CappedPotential

noncomputable section

variable {ι : Type*} [Fintype ι]

local notation "δ[" k "]" => (Pi.single k (1 : ℝ) : _ → ℝ)

/-- The first-order energy change `∑ i, v i * x i` caused by a density change `x` in the
potential `v`, as a continuous linear functional of `x`. -/
def pairing (v : ι → ℝ) : (ι → ℝ) →L[ℝ] ℝ :=
  ∑ i, v i • ContinuousLinearMap.proj (R := ℝ) (φ := fun _ : ι => ℝ) i

/-- The energy functional `E` is differentiable at the density `ρ` with gradient `v`. -/
def HasPotentialAt (E : (ι → ℝ) → ℝ) (v ρ : ι → ℝ) : Prop :=
  HasFDerivAt E (pairing v) ρ

/-- The potential `K ρ`, replaced at each site `i` by the cap `c i` wherever it exceeds it. -/
def cappedPotential (K : Matrix ι ι ℝ) (c ρ : ι → ℝ) : ι → ℝ :=
  fun i => min ((K *ᵥ ρ) i) (c i)

/-- If the kernel couples no two different sites, the capped potential is the gradient of an
energy functional. -/
theorem capped_hasPotential_of_uncoupled (K : Matrix ι ι ℝ) (c : ι → ℝ)
    (hK : ∀ i j, i ≠ j → K i j = 0) :
    ∃ E, ∀ ρ, HasPotentialAt E (cappedPotential K c ρ) ρ := by
  refine ⟨fun ρ => ∑ i, ∫ t in (0 : ℝ)..ρ i, min (K i i * t) (c i), fun ρ => ?_⟩
  have hv : cappedPotential K c ρ = fun i => min (K i i * ρ i) (c i) := by
    funext i
    have hs : (K *ᵥ ρ) i = K i i * ρ i :=
      Finset.sum_eq_single i (fun j _ hj => by rw [hK i j hj.symm, zero_mul])
        (fun h => absurd (Finset.mem_univ i) h)
    simp only [cappedPotential, hs]
  rw [hv]
  refine HasFDerivAt.fun_sum fun i _ => ?_
  have hc : Continuous fun t : ℝ => min (K i i * t) (c i) := by fun_prop
  exact (hc.integral_hasStrictDerivAt 0 (ρ i)).hasDerivAt.comp_hasFDerivAt ρ
    (hasFDerivAt_apply i ρ)

end

end CappedPotential
```

Lean reports:

```
Main.lean:35:51: error: Tactic `rewrite` failed: Did not find an occurrence of the pattern
  K i j
in the target expression
  (fun j => K i j) j * ρ j = 0

ι : Type u_1
inst✝ : Fintype ι
K : Matrix ι ι ℝ
c : ι → ℝ
hK : ∀ (i j : ι), i ≠ j → K i j = 0
ρ : ι → ℝ
i j : ι
x✝ : j ∈ Finset.univ
hj : j ≠ i
⊢ (fun j => K i j) j * ρ j = 0

Note: The target expression is not type-correct under the `implicit` transparency level, which may have triggered the failure. This is usually caused by unfolding of semireducible definitions in prior tactic steps. Use `set_option linter.tacticCheckInstances true` to investigate the source of the issue.
Full error:
  function expected
    K i
Main.lean:42:4: error: Application type mismatch: The argument
  hasFDerivAt_apply i ρ
has type
  HasFDerivAt (fun f => f i) (ContinuousLinearMap.proj i) ρ
but is expected to have type
  HasFDerivAt ?m.177 ?m.178 ρ
in the application
  HasDerivAt.comp_hasFDerivAt ρ ?m.179 (hasFDerivAt_apply i ρ)
```

The repair, with which the file compiles:

```diff
@@ -32,6 +32,8 @@
   have hv : cappedPotential K c ρ = fun i => min (K i i * ρ i) (c i) := by
     funext i
-    have hs : (K *ᵥ ρ) i = K i i * ρ i :=
-      Finset.sum_eq_single i (fun j _ hj => by rw [hK i j hj.symm, zero_mul])
+    have hs : (K *ᵥ ρ) i = K i i * ρ i := by
+      simp only [Matrix.mulVec, dotProduct]
+      exact Finset.sum_eq_single i
+        (fun j _ hj => mul_eq_zero_of_left (hK i j hj.symm) (ρ j))
         (fun h => absurd (Finset.mem_univ i) h)
     simp only [cappedPotential, hs]
@@ -39,6 +41,10 @@
   refine HasFDerivAt.fun_sum fun i _ => ?_
   have hc : Continuous fun t : ℝ => min (K i i * t) (c i) := by fun_prop
-  exact (hc.integral_hasStrictDerivAt 0 (ρ i)).hasDerivAt.comp_hasFDerivAt ρ
-    (hasFDerivAt_apply i ρ)
+  have hd : HasDerivAt (fun u : ℝ => ∫ t in (0 : ℝ)..u, min (K i i * t) (c i))
+      (min (K i i * ρ i) (c i)) (ρ i) := (hc.integral_hasStrictDerivAt 0 (ρ i)).hasDerivAt
+  have hp : HasFDerivAt (fun σ : ι → ℝ => σ i)
+      (ContinuousLinearMap.proj (R := ℝ) (φ := fun _ : ι => ℝ) i) ρ := hasFDerivAt_apply i ρ
+  have hcomp := HasFDerivAt.comp (f := fun σ : ι → ℝ => σ i) ρ hd.hasFDerivAt hp
+  exact hcomp.congr_fderiv (ContinuousLinearMap.ext fun x => by simp [mul_comm])
 
 end
```

Cause. In the first error, `rw` looks for `K i j`, but the goal contains the unreduced application `(fun j => K i j) j`, so the pattern isn't found. The repair unfolds the matrix-vector product into an explicit sum with `simp only`, and replaces the rewrite by the term `mul_eq_zero_of_left`, which needs no pattern search.

In the second, Lean cannot match `hasFDerivAt_apply i ρ` with the argument `HasDerivAt.comp_hasFDerivAt` expects, whose function and derivative are still unknown (`?m.177`, `?m.178`). The printed types show no other difference, so the message doesn't reveal exactly what blocks the match. The repair leaves less to infer: `hd` and `hp` state the two derivatives in full, and `HasFDerivAt.comp` is given the inner function explicitly. This yields the derivative as a composition of linear maps, whereas the goal has a multiple of the projection onto site `i`. `congr_fderiv` therefore exchanges one for the other, after `simp [mul_comm]` shows that they agree on every vector.
